# For K = A a\*a + (B/2)(a² + a\*²), a normalised real quasiparticle of positive energy exists exactly when |B| < A

Let $a$ be a boson annihilation operator with adjoint $a^*$ and $[a,a^*]=1$. For real $A$ (mode energy) and $B$ (pairing strength), set

$$K = A\,a^*a + \tfrac{B}{2}\,(a^2 + a^{*2}),\qquad c = u a + v a^* .$$

A normal mode of frequency $E$ satisfies $[K,c]=-E\,c$. For complex amplitudes, normalisation means $|u|^2-|v|^2=1$, which is $[c,c^*]=1$. Units have $\hbar=1$.

The criterion is that a normal mode with real $u,v$, $u^2-v^2=1$ and $E>0$ exists if and only if $|B|<A$. The energy is then $E=\sqrt{A^2-B^2}$.

## The sign check in a Bogoliubov solver

A code for quadratic boson Hamiltonians can diagonalise a matrix that is in general non-Hermitian and select modes by norm and frequency. For the single mode above, the eigenproblem is

$$\begin{pmatrix}A&-B\\ B&-A\end{pmatrix}\begin{pmatrix}u\\ v\end{pmatrix}=E\begin{pmatrix}u\\ v\end{pmatrix}.$$

Real eigenvalues alone do not establish that a normalised mode of positive energy exists. At $A=-1$, $B=0$ they are $\pm1$, but the eigenvector with $E=1$ has negative norm. A test case should therefore check the norm and the energy together.

## From the commutator to the threshold

The commutation relation gives $[K,a]=-Aa-Ba^*$ and $[K,a^*]=Ba+Aa^*$, so

$$[K,c]=-(Au-Bv)\,a-(Bu-Av)\,a^* .$$

If $ua+va^*=0$, commuting with $a^*$ gives $u=0$, and commuting with $a$ gives $v=0$. Coefficients can therefore be compared:

$$Au-Bv=Eu,\qquad Bu-Av=Ev .$$

**Necessity.** Let $E>0$ and $|u|^2-|v|^2=1$. Multiply the equations by $\bar u$ and $\bar v$, add them and take the real part. The $B$ terms add up to $B(u\bar v-\bar u v)$, which has no real part, so $A=E(|u|^2+|v|^2)\ge 0$. Eliminating one amplitude gives $(A^2-B^2-E^2)u=0$, and likewise for $v$. They are not both zero, so $A^2-B^2=E^2>0$. Hence $|B|<A$ and $E=\sqrt{A^2-B^2}$.

**Sufficiency.** For $|B|<A$, write $A+B=r^4$ and $A-B=s^4$ with $r,s>0$. The sum and difference of the equations are

$$r^4(u-v)=E(u+v),\qquad s^4(u+v)=E(u-v).$$

They are solved by $u+v=r/s$, $u-v=s/r$ and $E=r^2s^2$, and $u^2-v^2=(u+v)(u-v)=1$.

**Beyond threshold.** For $|A|<|B|$, put $\kappa=\sqrt{B^2-A^2}$. Then $u=B$, $v=A-i\kappa$ solves the equations with $E=i\kappa$. This mode has $|u|^2-|v|^2=0$, so it cannot be normalised. Under $\dot c=i[K,c]$ it grows as $e^{\kappa t}$.

## Numbers for A = 5, B = 4

Here $r=\sqrt3$, $s=1$ and $E=3$, with $u=2/\sqrt3$ and $v=1/\sqrt3$. The norm is $4/3-1/3=1$. Multiplied by $\sqrt3$, the two equations read $10-4=6$ and $8-5=3$.

## The Lean file

```lean
import Mathlib

open Complex

namespace SingleModeStability

noncomputable section

/- The canonical commutation relation is realised by the ladder operators on the
polynomial (finite-particle) states of an oscillator; that model is not built here. -/

variable {R : Type*} [Ring R] [StarRing R] [Algebra ℂ R]

/-- The quadratic Hamiltonian `A a*a + (B/2)(a² + a*²)` of a single mode with pairing. -/
def pairingHamiltonian (A B : ℝ) (a : R) : R :=
  (A : ℂ) • (star a * a) + ((B : ℂ) / 2) • (a ^ 2 + star a ^ 2)

/-- The superposition `u a + v a*` of annihilation and creation operators. -/
def quasiparticle (u v : ℂ) (a : R) : R := u • a + v • star a

/-- `c` satisfies `[K, c] = -E c` with a possibly complex frequency `E`. -/
def IsNormalMode (K c : R) (E : ℂ) : Prop := K * c - c * K = -(E • c)

/-- The commutator of the Hamiltonian with `u a + v a*` is again a superposition
of `a` and `a*`. -/
theorem commutator_quasiparticle (A B : ℝ) (u v : ℂ) {a : R}
    (h : a * star a - star a * a = 1) :
    pairingHamiltonian A B a * quasiparticle u v a
      - quasiparticle u v a * pairingHamiltonian A B a
      = -quasiparticle (A * u - B * v) (B * u - A * v) a := by
  simp only [pairingHamiltonian, quasiparticle]
  generalize star a = s at h ⊢
  -- elementary commutators of the quadratic terms with `a` and `a*`
  have h1 : s * a * a - a * (s * a) = -a := by
    calc s * a * a - a * (s * a) = -((a * s - s * a) * a) := by noncomm_ring
      _ = -a := by rw [h, one_mul]
  have h2 : s ^ 2 * a - a * s ^ 2 = -((2 : ℂ) • s) := by
    calc s ^ 2 * a - a * s ^ 2
        = -((a * s - s * a) * s + s * (a * s - s * a)) := by noncomm_ring
      _ = -((2 : ℂ) • s) := by rw [h, one_mul, mul_one]; module
  have h3 : s * a * s - s * (s * a) = s := by
    calc s * a * s - s * (s * a) = s * (a * s - s * a) := by noncomm_ring
      _ = s := by rw [h, mul_one]
  have h4 : a ^ 2 * s - s * a ^ 2 = (2 : ℂ) • a := by
    calc a ^ 2 * s - s * a ^ 2
        = a * (a * s - s * a) + (a * s - s * a) * a := by noncomm_ring
      _ = (2 : ℂ) • a := by rw [h, one_mul, mul_one]; module
  have h5 : a ^ 2 * a - a * a ^ 2 = 0 := by noncomm_ring
  have h6 : s ^ 2 * s - s * s ^ 2 = 0 := by noncomm_ring
  simp only [add_mul, mul_add, smul_mul_assoc, mul_smul_comm, smul_add]
  linear_combination (norm := module) ((A : ℂ) * u) • h1 + ((B : ℂ) / 2 * u) • h2
    + ((A : ℂ) * v) • h3 + ((B : ℂ) / 2 * v) • h4
    + ((B : ℂ) / 2 * u) • h5 + ((B : ℂ) / 2 * v) • h6

/-- The annihilation and creation operators of a boson mode are linearly independent. -/
theorem quasiparticle_eq_zero [Nontrivial R] {u v : ℂ} {a : R}
    (h : a * star a - star a * a = 1) (h0 : quasiparticle u v a = 0) :
    u = 0 ∧ v = 0 := by
  simp only [quasiparticle] at h0
  generalize star a = s at h h0
  -- commuting with `a*` isolates `u`, commuting with `a` isolates `v`
  have e1 : (u • a + v • s) * s - s * (u • a + v • s) = u • (a * s - s * a) := by
    simp only [add_mul, mul_add, smul_mul_assoc, mul_smul_comm]
    module
  have e2 : a * (u • a + v • s) - (u • a + v • s) * a = v • (a * s - s * a) := by
    simp only [add_mul, mul_add, smul_mul_assoc, mul_smul_comm]
    module
  rw [h0, h, zero_mul, mul_zero, sub_zero] at e1 e2
  exact ⟨(smul_eq_zero.mp e1.symm).resolve_right one_ne_zero,
    (smul_eq_zero.mp e2.symm).resolve_right one_ne_zero⟩

/-- `u a + v a*` is a normal mode of frequency `E` exactly when its amplitudes solve
the two-component Bogoliubov equations. -/
theorem isNormalMode_iff [Nontrivial R] (A B : ℝ) (u v E : ℂ) {a : R}
    (h : a * star a - star a * a = 1) :
    IsNormalMode (pairingHamiltonian A B a) (quasiparticle u v a) E ↔
      A * u - B * v = E * u ∧ B * u - A * v = E * v := by
  rw [IsNormalMode, commutator_quasiparticle A B u v h]
  constructor
  · intro e
    have e0 : quasiparticle (A * u - B * v - E * u) (B * u - A * v - E * v) a = 0 := by
      simp only [quasiparticle] at e ⊢
      linear_combination (norm := module) (-1 : ℂ) • e
    obtain ⟨h1, h2⟩ := quasiparticle_eq_zero h e0
    exact ⟨sub_eq_zero.mp h1, sub_eq_zero.mp h2⟩
  · rintro ⟨h1, h2⟩
    rw [h1, h2]
    simp only [quasiparticle]
    module

/-- A normal mode with complex amplitudes, `|u|² - |v|² = 1` and energy `E > 0` forces
`|B| < A`, and its energy is `√(A² - B²)`. -/
theorem stable_and_energy_of_normalMode [Nontrivial R] {A B E : ℝ} {u v : ℂ} {a : R}
    (h : a * star a - star a * a = 1) (hE : 0 < E) (hn : normSq u - normSq v = 1)
    (hm : IsNormalMode (pairingHamiltonian A B a) (quasiparticle u v a) E) :
    |B| < A ∧ E = √(A ^ 2 - B ^ 2) := by
  obtain ⟨h1, h2⟩ := (isNormalMode_iff A B u v E h).mp hm
  have r1 := congrArg Complex.re h1
  have i1 := congrArg Complex.im h1
  have r2 := congrArg Complex.re h2
  have i2 := congrArg Complex.im h2
  simp only [Complex.sub_re, Complex.sub_im, Complex.re_ofReal_mul,
    Complex.im_ofReal_mul] at r1 i1 r2 i2
  rw [Complex.normSq_apply, Complex.normSq_apply] at hn
  -- the normalisation fixes the sign of `A`
  have hA : A = E * (u.re ^ 2 + u.im ^ 2 + v.re ^ 2 + v.im ^ 2) := by
    linear_combination u.re * r1 + u.im * i1 + v.re * r2 + v.im * i2 - A * hn
  -- the secular equation
  have hdet : A ^ 2 - B ^ 2 = E ^ 2 := by
    linear_combination u.re * ((A + E) * r1 - B * r2) + u.im * ((A + E) * i1 - B * i2)
      - v.re * (B * r1 - (A - E) * r2) - v.im * (B * i1 - (A - E) * i2)
      - (A ^ 2 - B ^ 2 - E ^ 2) * hn
  have hA0 : 0 ≤ A := by
    rw [hA]
    positivity
  have hE2 : 0 < E ^ 2 := by positivity
  exact ⟨abs_lt_of_sq_lt_sq (by linarith) hA0, by rw [hdet, Real.sqrt_sq hE.le]⟩

/-- For `|B| < A` the Bogoliubov equations have a real solution with `u² - v² = 1`
and positive energy. -/
theorem exists_real_amplitudes {A B : ℝ} (hAB : |B| < A) :
    ∃ u v E : ℝ, 0 < E ∧ u ^ 2 - v ^ 2 = 1 ∧
      A * u - B * v = E * u ∧ B * u - A * v = E * v := by
  have root : ∀ x : ℝ, 0 < x → ∃ r : ℝ, 0 < r ∧ r ^ 4 = x := fun x hx =>
    ⟨√(√x), Real.sqrt_pos.mpr (Real.sqrt_pos.mpr hx), by
      calc √(√x) ^ 4 = (√(√x) ^ 2) ^ 2 := by ring
        _ = x := by rw [Real.sq_sqrt (Real.sqrt_nonneg x), Real.sq_sqrt hx.le]⟩
  obtain ⟨hl, hr⟩ := abs_lt.mp hAB
  obtain ⟨r, hr0, hr4⟩ := root (A + B) (by linarith)
  obtain ⟨s, hs0, hs4⟩ := root (A - B) (by linarith)
  have hA : A = (r ^ 4 + s ^ 4) / 2 := by linarith
  have hB : B = (r ^ 4 - s ^ 4) / 2 := by linarith
  -- squeezing by the factor `r / s`
  refine ⟨(r / s + s / r) / 2, (r / s - s / r) / 2, r ^ 2 * s ^ 2, by positivity, ?_, ?_, ?_⟩
  · field_simp
    ring
  · rw [hA, hB]
    field_simp
    ring
  · rw [hA, hB]
    field_simp
    ring

/-- Stability criterion: the single-mode pairing Hamiltonian has a real normalised
quasiparticle of positive energy if and only if `|B| < A`. -/
theorem stable_iff [Nontrivial R] (A B : ℝ) {a : R}
    (h : a * star a - star a * a = 1) :
    (∃ u v E : ℝ, 0 < E ∧ u ^ 2 - v ^ 2 = 1 ∧
      IsNormalMode (pairingHamiltonian A B a) (quasiparticle u v a) E) ↔ |B| < A := by
  constructor
  · rintro ⟨u, v, E, hE, hn, hm⟩
    refine (stable_and_energy_of_normalMode h hE ?_ hm).1
    rw [Complex.normSq_ofReal, Complex.normSq_ofReal]
    linear_combination hn
  · intro hAB
    obtain ⟨u, v, E, hE, hn, h1, h2⟩ := exists_real_amplitudes hAB
    exact ⟨u, v, E, hE, hn, (isNormalMode_iff A B u v E h).mpr
      ⟨by exact_mod_cast h1, by exact_mod_cast h2⟩⟩

/-- For `|A| < |B|` there is a nonzero normal mode with purely imaginary frequency
`iκ`, `κ > 0`. -/
theorem exists_imaginary_frequency [Nontrivial R] {A B : ℝ} {a : R}
    (h : a * star a - star a * a = 1) (hAB : |A| < |B|) :
    ∃ (u v : ℂ) (κ : ℝ), 0 < κ ∧ quasiparticle u v a ≠ 0 ∧
      IsNormalMode (pairingHamiltonian A B a) (quasiparticle u v a) (I * κ) := by
  have hB : B ≠ 0 := abs_pos.mp ((abs_nonneg A).trans_lt hAB)
  have hpos : 0 < B ^ 2 - A ^ 2 := sub_pos.mpr (sq_lt_sq.mpr hAB)
  obtain ⟨κ, hκ, hκ2⟩ : ∃ κ : ℝ, 0 < κ ∧ κ ^ 2 = B ^ 2 - A ^ 2 :=
    ⟨√(B ^ 2 - A ^ 2), Real.sqrt_pos.mpr hpos, Real.sq_sqrt hpos.le⟩
  have hc : (κ : ℂ) ^ 2 = (B : ℂ) ^ 2 - (A : ℂ) ^ 2 := by exact_mod_cast hκ2
  refine ⟨B, A - I * κ, κ, hκ, ?_, (isNormalMode_iff A B _ _ _ h).mpr ⟨by ring, ?_⟩⟩
  · intro h0
    exact hB (Complex.ofReal_eq_zero.mp (quasiparticle_eq_zero h h0).1)
  · linear_combination -hc + (κ : ℂ) ^ 2 * Complex.I_sq

end

end SingleModeStability
```

```lean
#print axioms SingleModeStability.exists_real_amplitudes
#print axioms SingleModeStability.stable_iff
#print axioms SingleModeStability.exists_imaginary_frequency
```

```
'SingleModeStability.exists_real_amplitudes' depends on axioms: [propext, Classical.choice, Quot.sound]
'SingleModeStability.stable_iff' depends on axioms: [propext, Classical.choice, Quot.sound]
'SingleModeStability.exists_imaginary_frequency' depends on axioms: [propext, Classical.choice, Quot.sound]
```

## How the theorems encode the mode

`R` is a complex algebra with a star operation, and `Nontrivial R` excludes the zero algebra. The hypothesis `h` is the commutation relation, which makes $a$ a boson mode. `IsNormalMode` allows complex frequencies, while `stable_iff` quantifies over real `u`, `v` and `E`. `stable_and_energy_of_normalMode` shows that complex amplitudes do not enlarge the stable region.

`commutator_quasiparticle` checks the elementary commutators with `noncomm_ring` and combines them linearly. `quasiparticle_eq_zero` supplies independence, and `isNormalMode_iff` turns the operator equation into the two scalar ones. For necessity, Lean splits these into real and imaginary parts; `hA` and `hdet` are the two identities derived above. `exists_real_amplitudes` constructs the fourth roots and verifies the solution, and `exists_imaginary_frequency` checks the mode beyond threshold.

## Truncated Fock spaces and the boundary

The commutation relation is assumed, and the file constructs no operators that satisfy it. Matrices on a truncated Fock space cannot: a commutator has trace zero, the identity does not. The theorems thus apply to the exact mode and its $2\times2$ eigenproblem, not to a truncated $K$.

Stability here means the existence of the stated quasiparticle; the spectrum of $K$ and its ground state are not treated. At $|A|=|B|$ the criterion rules out such a quasiparticle, but the imaginary-frequency theorem does not apply. Several coupled modes and complex pairing strengths are not covered.
